# Linear mixing of bath-gas rates never overestimates the least eigenvalue of a symmetric master equation with common loss

A molecule reacts while it exchanges energy with a mixture of bath gases. Let $c$ be the vector of its level populations, each divided by the square root of the equilibrium population. The master equation is

$$\frac{dc}{dt}=-(L+D)\,c .$$

Here $L$ is the collision matrix and $D=\mathrm{diag}(d)$ holds the loss constants $d_j$ for reaction out of level $j$. With the minus sign in front, decay rates are positive eigenvalues. Detailed balance makes $L$ symmetric in these variables. The loss belongs to the molecule, so it is the same in every bath gas.

Gas $i$ has mole fraction $x_i$ and collision matrix $L_i$, taken for the pure gas at the temperature and total pressure of the mixture. Collisions with different gases are taken to add independently, so the mixture has $L=\sum_i x_iL_i$. The question is how its decay rate compares with the linear mixing estimate, the mole-fraction average of the pure-gas rates.

The levels form a finite set `n`. In Lean, `⬝ᵥ` is the dot product, `*ᵥ` applies a matrix to a vector, and `•` multiplies by a number.

```lean
import Mathlib

open Matrix

namespace BathGasMixture

noncomputable section

variable {n : Type*} [Fintype n] [DecidableEq n]
```

The matrix $L+D$ is `relaxation L d`.

```lean
/-- The relaxation matrix of a master equation: collision matrix `L` plus the diagonal matrix
of the loss constants `d`. -/
def relaxation (L : Matrix n n ℝ) (d : n → ℝ) : Matrix n n ℝ := L + diagonal d
```

An eigenvalue is a real number with a nonzero eigenvector.

```lean
/-- The set of real eigenvalues of a matrix. -/
def eigenvalueSet (M : Matrix n n ℝ) : Set ℝ :=
  {r | ∃ v : n → ℝ, v ≠ 0 ∧ M *ᵥ v = r • v}
```

The decay rate $\lambda(M)$ is the infimum of these eigenvalues; part (c) shows that it is attained for symmetric $M$ with at least one level. A ground eigenvector is a nonzero eigenvector with eigenvalue $\lambda(M)$.

```lean
/-- The decay rate of a real symmetric relaxation matrix with at least one level: the infimum of
its eigenvalues. -/
def decayRate (M : Matrix n n ℝ) : ℝ := sInf (eigenvalueSet M)
```

The general theorems require the collision matrices to be symmetric, but do not require population conservation or nonnegative loss, so `decayRate` can be negative for unphysical input. The step left to physics is the identification of the least eigenvalue with the measured rate constant, which needs the slowest mode to dominate the observed decay.

For pressure-dependent kinetics, the results give the sign of the error of the linear mixture rule within a finite, symmetric master equation with common loss.

## (a) Positivity of the squared norm

Show that every real vector $v\neq0$ satisfies
$$v\cdot v>0 .$$

**Solution.** The sum $v\cdot v=\sum_j v_j^2$ has no negative term. It vanishes only if every $v_j$ vanishes, which $v\ne0$ excludes. The Lean proof likewise combines "at least zero" with "not zero".

```lean
omit [DecidableEq n] in
/-- A nonzero real vector has positive squared norm. -/
theorem normSq_pos {v : n → ℝ} (hv : v ≠ 0) : 0 < v ⬝ᵥ v :=
  lt_of_le_of_ne (Finset.sum_nonneg fun i _ => mul_self_nonneg (v i))
    (fun h => hv (dotProduct_self_eq_zero.mp h.symm))
```

## (b) A nonzero vector that attains the lower bound is an eigenvector

Let $M$ be symmetric, and let $m$ be a number with $v\cdot Mv\ge m\,v\cdot v$ for all $v$. Suppose that $u$ attains the bound, $u\cdot Mu=m\,u\cdot u$. Show that
$$Mu=m\,u .$$

**Solution.** Let $r=Mu-mu$ be the residual, and write $Q(v)=v\cdot Mv-m\,v\cdot v\ge0$. Since $Q(u)=0$ and $M$ is symmetric, for all real $s,t$

$$Q(su-tr)=-2st\,r\cdot(Mu-mu)+t^2Q(r)=-2st\,R+t^2C,$$

with $R=r\cdot r$ and $C=Q(r)\ge0$. Choose $s=C+1$ and $t=R$:

$$0\le-2(C+1)R^2+CR^2=-(C+2)R^2 .$$

Hence $R=0$, so $r=0$.

In Lean, `key` is the expansion of $Q(su-tr)$, `h1` and `h2` insert the chosen $s$ and $t$, and `nlinarith` extracts $R^2\le0$.

```lean
omit [DecidableEq n] in
/-- If the quadratic form of a real symmetric matrix is bounded below by `m` times the squared
norm, a vector that attains the bound satisfies the eigenvalue equation with eigenvalue `m`. -/
theorem eigenvector_of_attains {M : Matrix n n ℝ} (hM : M.IsSymm) {m : ℝ}
    (h : ∀ v : n → ℝ, m * (v ⬝ᵥ v) ≤ v ⬝ᵥ M *ᵥ v) {u : n → ℝ}
    (hu : u ⬝ᵥ M *ᵥ u = m * (u ⬝ᵥ u)) : M *ᵥ u = m • u := by
  -- the residual of the eigenvalue equation
  obtain ⟨r, hr⟩ : ∃ r, r = M *ᵥ u - m • u := ⟨_, rfl⟩
  have hsym : u ⬝ᵥ M *ᵥ r = r ⬝ᵥ M *ᵥ u := by
    rw [Matrix.dotProduct_mulVec, ← Matrix.mulVec_transpose, hM.eq, dotProduct_comm]
  have hc : u ⬝ᵥ r = r ⬝ᵥ u := dotProduct_comm u r
  have ha : r ⬝ᵥ M *ᵥ u - m * (r ⬝ᵥ u) = r ⬝ᵥ r := by
    have h1 : r ⬝ᵥ (M *ᵥ u - m • u) = r ⬝ᵥ r := by rw [← hr]
    rwa [dotProduct_sub, dotProduct_smul, smul_eq_mul] at h1
  -- vary the vector along the residual
  have key : ∀ s t : ℝ, (s • u - t • r) ⬝ᵥ M *ᵥ (s • u - t • r)
      - m * ((s • u - t • r) ⬝ᵥ (s • u - t • r))
      = -2 * s * t * (r ⬝ᵥ r) + t ^ 2 * (r ⬝ᵥ M *ᵥ r - m * (r ⬝ᵥ r)) := by
    intro s t
    simp only [Matrix.mulVec_sub, Matrix.mulVec_smul, sub_dotProduct, dotProduct_sub,
      smul_dotProduct, dotProduct_smul, smul_eq_mul]
    linear_combination s ^ 2 * hu - s * t * (hsym + 2 * ha - m * hc)
  have hC : 0 ≤ r ⬝ᵥ M *ᵥ r - m * (r ⬝ᵥ r) := sub_nonneg.mpr (h r)
  have h1 := key (r ⬝ᵥ M *ᵥ r - m * (r ⬝ᵥ r) + 1) (r ⬝ᵥ r)
  have h2 := sub_nonneg.mpr
    (h ((r ⬝ᵥ M *ᵥ r - m * (r ⬝ᵥ r) + 1) • u - (r ⬝ᵥ r) • r))
  rw [h1] at h2
  have h3 : (r ⬝ᵥ r) ^ 2 ≤ 0 := by
    nlinarith [mul_nonneg (sq_nonneg (r ⬝ᵥ r)) hC]
  have h4 : r ⬝ᵥ r = 0 :=
    (pow_eq_zero_iff two_ne_zero).mp (le_antisymm h3 (sq_nonneg _))
  rw [dotProduct_self_eq_zero.mp h4] at hr
  exact sub_eq_zero.mp hr.symm
```

## (c) The variational principle for the decay rate

Let $M$ be symmetric with at least one level. Show that $\lambda(M)$ is the least eigenvalue of $M$ and that, for all $v$,
$$\lambda(M)\,v\cdot v\le v\cdot Mv .$$

**Solution.** The unit sphere $v\cdot v=1$ is closed, bounded and nonempty, and $v\cdot Mv$ is continuous. It therefore has a minimum $\mu=u\cdot Mu$ at some unit vector $u$. For $v\ne0$, the unit vector $v/\sqrt{v\cdot v}$ gives

$$\mu\le\frac{v\cdot Mv}{v\cdot v},\qquad\text{so}\qquad \mu\,v\cdot v\le v\cdot Mv .$$

For $v=0$ both sides are zero. The vector $u$ attains this bound, so $Mu=\mu u$ by (b), and $\mu$ is an eigenvalue. If $Mv=\rho v$ with $v\ne0$, the bound reads $\mu\,v\cdot v\le\rho\,v\cdot v$, and (a) gives $\mu\le\rho$. Thus $\mu$ is the least eigenvalue and equals the infimum $\lambda(M)$.

`IsLeast` states that the number belongs to the set and that no member is smaller. In the proof, `hS` is compactness, `hb` the rescaled bound, and `hleast` the comparison with the other eigenvalues.

```lean
/-- Variational principle: for a real symmetric matrix with at least one level the decay rate is
the least eigenvalue, and it bounds the quadratic form from below. -/
theorem decayRate_spec [Nonempty n] {M : Matrix n n ℝ} (hM : M.IsSymm) :
    IsLeast (eigenvalueSet M) (decayRate M) ∧
      ∀ v : n → ℝ, decayRate M * (v ⬝ᵥ v) ≤ v ⬝ᵥ M *ᵥ v := by
  -- the unit sphere is compact, so the quadratic form has a minimiser on it
  have hS : IsCompact {v : n → ℝ | v ⬝ᵥ v = 1} := by
    apply (isCompact_univ_pi (fun _ : n => isCompact_Icc (a := (-1 : ℝ)) (b := 1))).of_isClosed_subset
    · exact isClosed_eq (by simp only [dotProduct]; fun_prop) continuous_const
    · intro v hv i _
      have h1 : v i * v i ≤ v ⬝ᵥ v :=
        Finset.single_le_sum (f := fun j => v j * v j)
          (fun j _ => mul_self_nonneg (v j)) (Finset.mem_univ i)
      rw [show v ⬝ᵥ v = 1 from hv] at h1
      exact ⟨by nlinarith, by nlinarith⟩
  have hne : {v : n → ℝ | v ⬝ᵥ v = 1}.Nonempty :=
    ⟨Pi.single (Classical.arbitrary n) 1, by simp⟩
  have hcont : Continuous fun v : n → ℝ => v ⬝ᵥ M *ᵥ v := by
    simp only [dotProduct, Matrix.mulVec]
    fun_prop
  obtain ⟨u, hu, hmin⟩ := hS.exists_isMinOn hne hcont.continuousOn
  have hu1 : u ⬝ᵥ u = 1 := hu
  -- rescaling extends the bound to all vectors
  have hb : ∀ v : n → ℝ, (u ⬝ᵥ M *ᵥ u) * (v ⬝ᵥ v) ≤ v ⬝ᵥ M *ᵥ v := by
    intro v
    by_cases hv : v = 0
    · simp [hv]
    have ht := normSq_pos hv
    have hs : (√(v ⬝ᵥ v))⁻¹ * (√(v ⬝ᵥ v))⁻¹ * (v ⬝ᵥ v) = 1 := by
      rw [← mul_inv, Real.mul_self_sqrt ht.le, inv_mul_cancel₀ ht.ne']
    have hmem : ((√(v ⬝ᵥ v))⁻¹ • v) ⬝ᵥ ((√(v ⬝ᵥ v))⁻¹ • v) = 1 := by
      rw [smul_dotProduct, dotProduct_smul, smul_eq_mul, smul_eq_mul, ← mul_assoc, hs]
    have h1 := isMinOn_iff.mp hmin _ hmem
    simp only [Matrix.mulVec_smul, smul_dotProduct, dotProduct_smul, smul_eq_mul] at h1
    have h2 := mul_le_mul_of_nonneg_right h1 ht.le
    linear_combination h2 + (v ⬝ᵥ M *ᵥ v) * hs
  have hleast : IsLeast (eigenvalueSet M) (u ⬝ᵥ M *ᵥ u) := by
    refine ⟨⟨u, ?_, eigenvector_of_attains hM hb (by rw [hu1, mul_one])⟩, ?_⟩
    · rintro rfl
      simp at hu1
    · rintro r ⟨v, hv, hr⟩
      have h1 := hb v
      rw [hr, dotProduct_smul, smul_eq_mul] at h1
      exact le_of_mul_le_mul_right h1 (normSq_pos hv)
  have he : decayRate M = u ⬝ᵥ M *ᵥ u := hleast.csInf_eq
  rw [he]
  exact ⟨hleast, hb⟩
```

## (d) Any finite number of bath gases

Let all $L_i$ be symmetric, with at least one level, $x_i>0$ and $\sum_i x_i=1$. Write $G_i=L_i+D$ and $G=\sum_i x_iL_i+D$. Show that
$$\sum_i x_i\,\lambda(G_i)\le\lambda(G),$$
with equality if and only if one nonzero vector $v$ satisfies $G_iv=\lambda(G_i)v$ for every $i$.

**Solution.** The mole fractions sum to one, so $D=\sum_i x_iD$ and $G=\sum_i x_iG_i$. Take a ground eigenvector $u$ of $G$ and apply (c) to each gas:

$$\lambda(G)\,u\cdot u=\sum_i x_i\,u\cdot G_iu\ \ge\ \sum_i x_i\,\lambda(G_i)\,u\cdot u .$$

Division by $u\cdot u>0$ gives the inequality.

If equality holds, then
$$\sum_i x_i\bigl[u\cdot G_iu-\lambda(G_i)\,u\cdot u\bigr]=0 .$$
No term is negative and every $x_i$ is positive, so each bracket vanishes. By (b), $u$ is a ground eigenvector of every $G_i$.

Conversely, a shared ground eigenvector $v$ gives
$$Gv=\sum_i x_iG_iv=\Bigl(\sum_i x_i\lambda(G_i)\Bigr)v .$$
The average is then an eigenvalue of $G$, hence at least $\lambda(G)$. With the inequality already shown, the two are equal. The condition for equality names only the vector, but conservation of population then ties the rates together. Let $\varphi_j$ be the square root of the equilibrium population of level $j$. Conservation gives $\varphi\cdot L_iv=0$, so $\lambda(G_i)\,\varphi\cdot v=\varphi\cdot Dv$ for every $i$. If $\varphi\cdot v\ne0$, as for a ground eigenvector with positive components, all pure-gas rates are equal.

The type `ι` labels the gases. `hgen` distributes the common loss, `hq` evaluates the mixture at $u$, and `hle` is the bound for each gas. `Finset.sum_eq_sum_iff_of_le` turns equality of the sums into equality of the terms.

```lean
/-- For any finite mixture of bath gases with symmetric collision matrices on at least one level,
common loss and positive mole fractions summing to one, the decay rate is at least the mole-fraction
average of the pure-gas rates, with equality iff all pure-gas relaxation matrices share a ground
eigenvector. -/
theorem mixture_rate [Nonempty n] {ι : Type*} [Fintype ι] (L : ι → Matrix n n ℝ)
    (hL : ∀ i, (L i).IsSymm) (d : n → ℝ) (x : ι → ℝ) (hx : ∀ i, 0 < x i)
    (hsum : ∑ i, x i = 1) :
    ∑ i, x i * decayRate (relaxation (L i) d) ≤ decayRate (relaxation (∑ i, x i • L i) d) ∧
    (∑ i, x i * decayRate (relaxation (L i) d) = decayRate (relaxation (∑ i, x i • L i) d) ↔
      ∃ v : n → ℝ, v ≠ 0 ∧
        ∀ i, relaxation (L i) d *ᵥ v = decayRate (relaxation (L i) d) • v) := by
  have hG : ∀ i, (relaxation (L i) d).IsSymm := fun i => (hL i).add (isSymm_diagonal d)
  have hS : (∑ i, x i • L i).IsSymm := by
    rw [Matrix.IsSymm, Matrix.transpose_sum]
    exact Finset.sum_congr rfl fun i _ => by rw [Matrix.transpose_smul, (hL i).eq]
  -- the common loss is itself the weighted mean of equal losses
  have hgen : relaxation (∑ i, x i • L i) d = ∑ i, x i • relaxation (L i) d := by
    simp only [relaxation, smul_add, Finset.sum_add_distrib, ← Finset.sum_smul, hsum, one_smul]
  have hmix : ∀ v : n → ℝ, relaxation (∑ i, x i • L i) d *ᵥ v
      = ∑ i, x i • (relaxation (L i) d *ᵥ v) := by
    intro v
    rw [hgen]
    ext j
    simp only [Matrix.mulVec, dotProduct, Matrix.sum_apply, Finset.sum_apply, Matrix.smul_apply,
      Pi.smul_apply, smul_eq_mul, Finset.sum_mul, Finset.mul_sum, mul_assoc]
    exact Finset.sum_comm
  obtain ⟨⟨⟨u, hu0, hu⟩, hlow⟩, -⟩ := decayRate_spec (hS.add (isSymm_diagonal d))
  change relaxation (∑ i, x i • L i) d *ᵥ u
    = decayRate (relaxation (∑ i, x i • L i) d) • u at hu
  have hp := normSq_pos hu0
  have hq : decayRate (relaxation (∑ i, x i • L i) d) * (u ⬝ᵥ u)
      = ∑ i, x i * (u ⬝ᵥ relaxation (L i) d *ᵥ u) := by
    rw [← smul_eq_mul, ← dotProduct_smul, ← hu, hmix, dotProduct_sum]
    simp only [dotProduct_smul, smul_eq_mul]
  -- each pure gas obeys its own variational bound at the ground vector of the mixture
  have hle : ∀ i, x i * (decayRate (relaxation (L i) d) * (u ⬝ᵥ u))
      ≤ x i * (u ⬝ᵥ relaxation (L i) d *ᵥ u) := fun i =>
    mul_le_mul_of_nonneg_left ((decayRate_spec (hG i)).2 u) (hx i).le
  have hmean : (∑ i, x i * decayRate (relaxation (L i) d)) * (u ⬝ᵥ u)
      = ∑ i, x i * (decayRate (relaxation (L i) d) * (u ⬝ᵥ u)) := by
    simp only [Finset.sum_mul, mul_assoc]
  have hmain : ∑ i, x i * decayRate (relaxation (L i) d)
      ≤ decayRate (relaxation (∑ i, x i • L i) d) := by
    refine le_of_mul_le_mul_right ?_ hp
    rw [hmean, hq]
    exact Finset.sum_le_sum fun i _ => hle i
  refine ⟨hmain, fun he => ⟨u, hu0, fun i => ?_⟩, ?_⟩
  · -- equality of the sums forces equality for every gas
    rw [← he, hmean] at hq
    have h1 := (Finset.sum_eq_sum_iff_of_le (fun i _ => hle i)).mp hq i (Finset.mem_univ i)
    exact eigenvector_of_attains (hG i) (decayRate_spec (hG i)).2
      (mul_left_cancel₀ (hx i).ne' h1).symm
  · rintro ⟨v, hv, h⟩
    refine le_antisymm hmain (hlow ⟨v, hv, ?_⟩)
    change relaxation (∑ i, x i • L i) d *ᵥ v = _
    rw [hmix, Finset.sum_smul]
    exact Finset.sum_congr rfl fun i _ => by rw [h i, smul_smul]
```

## (e) Two bath gases

Let $L_1,L_2$ be symmetric, with at least one level and $0<x<1$. Show that
$$x\,\lambda(L_1+D)+(1-x)\,\lambda(L_2+D)\le\lambda\bigl(xL_1+(1-x)L_2+D\bigr),$$
with equality if and only if $L_1+D$ and $L_2+D$ share a ground eigenvector.

**Solution.** Use (d) with mole fractions $x$ and $1-x$. Both are positive and they sum to one. In Lean the gases become the two-entry list `![L₁, L₂]`, and `simp` writes out the sums.

```lean
/-- For two bath gases with symmetric collision matrices on at least one level, common loss and
`0 < x < 1`, linear mixing of the pure-gas rates never overestimates the decay rate, and it is exact
iff the two relaxation matrices share a ground eigenvector. -/
theorem binary_mixture_rate [Nonempty n] (L₁ L₂ : Matrix n n ℝ) (h₁ : L₁.IsSymm)
    (h₂ : L₂.IsSymm) (d : n → ℝ) (x : ℝ) (hx0 : 0 < x) (hx1 : x < 1) :
    x * decayRate (relaxation L₁ d) + (1 - x) * decayRate (relaxation L₂ d)
      ≤ decayRate (relaxation (x • L₁ + (1 - x) • L₂) d) ∧
    (x * decayRate (relaxation L₁ d) + (1 - x) * decayRate (relaxation L₂ d)
      = decayRate (relaxation (x • L₁ + (1 - x) • L₂) d) ↔
      ∃ v : n → ℝ, v ≠ 0 ∧ relaxation L₁ d *ᵥ v = decayRate (relaxation L₁ d) • v ∧
        relaxation L₂ d *ᵥ v = decayRate (relaxation L₂ d) • v) := by
  have h := mixture_rate ![L₁, L₂] (Fin.forall_fin_two.mpr ⟨h₁, h₂⟩) d ![x, 1 - x]
    (Fin.forall_fin_two.mpr ⟨hx0, sub_pos.mpr hx1⟩) (by simp [Fin.sum_univ_two])
  simp only [Fin.sum_univ_two, Fin.forall_fin_two, Matrix.cons_val_zero,
    Matrix.cons_val_one] at h
  exact h
```

## (f) Strict underestimation with two levels

Two levels with equal equilibrium populations exchange population at rate $a$ in one gas and $b$ in the other. The collision matrix for rate $a$ is

$$E(a)=\begin{pmatrix}a&-a\\-a&a\end{pmatrix}.$$

```lean
/-- The symmetric collision matrix of two levels that exchange population at rate `a`. -/
def exchange (a : ℝ) : Matrix (Fin 2) (Fin 2) ℝ := !![a, -a; -a, a]
```

Only the upper level reacts, with loss constant $k$, so $D=\mathrm{diag}(0,k)$. For $a\ne b$, $k\ne0$ and $0<x<1$, show that
$$x\,\lambda(E(a)+D)+(1-x)\,\lambda(E(b)+D)<\lambda\bigl(xE(a)+(1-x)E(b)+D\bigr).$$

**Solution.** Part (e) gives the inequality with $\le$. Equality would need a shared ground eigenvector $v=(v_0,v_1)\ne0$. With $\rho$ the eigenvalue for the first gas,

$$a v_0-a v_1=\rho v_0,\qquad -a v_0+(a+k)v_1=\rho v_1 .$$

Multiply the first equation by $v_1$, the second by $v_0$, and subtract:

$$a(v_0^2-v_1^2)=k\,v_0v_1 .$$

The second gas gives the same relation with $b$ in place of $a$. The difference of the two is $(a-b)(v_0^2-v_1^2)=0$, so $v_0^2=v_1^2$. Then $k\,v_0v_1=0$, so $v_0v_1=0$. Both components vanish, which contradicts $v\ne0$.

The elimination of $\rho$ is `aux`, used once for each gas. Lean finishes with fourth powers, through $v_0^4=v_0^2(v_0^2-v_1^2)+(v_0v_1)^2=0$ and the analogous identity for $v_1$.

```lean
/-- Two levels with a nonzero loss constant `k` on the upper one only: for two bath gases with
different exchange rates and `0 < x < 1`, linear mixing strictly underestimates the decay rate. -/
theorem two_level_strict (a b k x : ℝ) (hab : a ≠ b) (hk : k ≠ 0) (hx0 : 0 < x) (hx1 : x < 1) :
    x * decayRate (relaxation (exchange a) ![0, k])
      + (1 - x) * decayRate (relaxation (exchange b) ![0, k])
      < decayRate (relaxation (x • exchange a + (1 - x) • exchange b) ![0, k]) := by
  have hs : ∀ c, (exchange c).IsSymm := fun c => Matrix.IsSymm.ext fun i j => by
    fin_cases i <;> fin_cases j <;> simp [exchange]
  have h := binary_mixture_rate _ _ (hs a) (hs b) ![0, k] x hx0 hx1
  refine lt_of_le_of_ne h.1 fun he => ?_
  obtain ⟨v, hv, hva, hvb⟩ := h.2.mp he
  -- eliminate the eigenvalue from the two components of the eigenvalue equation
  have aux : ∀ c r : ℝ, relaxation (exchange c) ![0, k] *ᵥ v = r • v →
      c * (v 0 ^ 2 - v 1 ^ 2) = k * (v 0 * v 1) := by
    intro c r hc
    have e0 := congrFun hc 0
    have e1 := congrFun hc 1
    simp only [relaxation, exchange, Matrix.mulVec, dotProduct, Fin.sum_univ_two,
      Matrix.add_apply, Matrix.diagonal_apply, Pi.smul_apply, smul_eq_mul] at e0 e1
    norm_num at e0 e1
    linear_combination v 1 * e0 - v 0 * e1
  have ea := aux a _ hva
  have eb := aux b _ hvb
  have hsq : v 0 ^ 2 - v 1 ^ 2 = 0 :=
    (mul_eq_zero.mp (show (a - b) * (v 0 ^ 2 - v 1 ^ 2) = 0 by
      linear_combination ea - eb)).resolve_left (sub_ne_zero.mpr hab)
  have hpq : v 0 * v 1 = 0 :=
    (mul_eq_zero.mp (show k * (v 0 * v 1) = 0 by
      linear_combination a * hsq - ea)).resolve_left hk
  have h0 : v 0 ^ 4 = 0 := by linear_combination v 0 ^ 2 * hsq + v 0 * v 1 * hpq
  have h1 : v 1 ^ 4 = 0 := by linear_combination -v 1 ^ 2 * hsq + v 0 * v 1 * hpq
  apply hv
  ext i
  fin_cases i
  · exact (pow_eq_zero_iff four_ne_zero).mp h0
  · exact (pow_eq_zero_iff four_ne_zero).mp h1

end

end BathGasMixture
```

```lean
#print axioms BathGasMixture.binary_mixture_rate
#print axioms BathGasMixture.two_level_strict
```

```
'BathGasMixture.binary_mixture_rate' depends on axioms: [propext, Classical.choice, Quot.sound]
'BathGasMixture.two_level_strict' depends on axioms: [propext, Classical.choice, Quot.sound]
```
